# The residual of the coupled Newton–Schulz square-root iteration obeys R′ = (3R² + R³)/4

Physical calculations often need the square root of a matrix, and a coupled iteration can seek it using only products and sums: Y′ = Y(3 − ZY)/2 and Z′ = (3 − ZY)Z/2, started from Y = a and Z = 1. The theorem `residual_succ` says that the residual R = 1 − ZY becomes exactly (3R² + R³)/4 after one step. It holds at every step and for every element a of any real algebra, commutative or not, and it does not claim that the iteration converges. The proof writes P for ZY, shows that the new product Z′Y′ is (3 − P)P(3 − P)/4, and leaves `noncomm_ring` to check the polynomial identity that remains.

As first written in Lean, the proof fails:

```lean
import Mathlib

open Matrix Filter Topology

namespace PlasmonSquareRoot

noncomputable section

variable {A B : Type*} [Ring A] [Algebra ℝ A] [Ring B] [Algebra ℝ B]
variable {n : Type*} [Fintype n] [DecidableEq n]

/-- The pair `(Y_k, Z_k)` of the coupled iteration `Y' = Y(3 - ZY)/2`, `Z' = (3 - ZY)Z/2`,
started from `Y = a`, `Z = 1`. -/
def iter (a : A) : ℕ → A × A
  | 0 => (a, 1)
  | k + 1 => ((1 / 2 : ℝ) • ((iter a k).1 * (3 - (iter a k).2 * (iter a k).1)),
      (1 / 2 : ℝ) • ((3 - (iter a k).2 * (iter a k).1) * (iter a k).2))

/-- The residual `R_k = 1 - Z_k Y_k`. -/
def residual (a : A) (k : ℕ) : A := 1 - (iter a k).2 * (iter a k).1

/-- The residual obeys the closed recursion `R' = (3R² + R³)/4`. -/
theorem residual_succ (a : A) (k : ℕ) :
    residual a (k + 1) = (1 / 4 : ℝ) • (3 * residual a k ^ 2 + residual a k ^ 3) := by
  have h4 : (1 : A) = (1 / 4 : ℝ) • (4 : A) := by
    rw [show (4 : A) = (4 : ℝ) • (1 : A) by
      rw [← Algebra.algebraMap_eq_smul_one, map_ofNat], smul_smul]
    norm_num
  have hP : (iter a (k + 1)).2 * (iter a (k + 1)).1 = (1 / 4 : ℝ) •
      ((3 - (iter a k).2 * (iter a k).1) * ((iter a k).2 * (iter a k).1) *
        (3 - (iter a k).2 * (iter a k).1)) := by
    simp only [iter, smul_mul_assoc, mul_smul_comm, smul_smul, mul_assoc]
    norm_num
  unfold residual
  rw [hP]
  generalize (iter a k).2 * (iter a k).1 = P
  calc (1 : A) - (1 / 4 : ℝ) • ((3 - P) * P * (3 - P))
      = (1 / 4 : ℝ) • (4 - (3 - P) * P * (3 - P)) := by rw [smul_sub, ← h4]
    _ = _ := by
      congr 1
      noncomm_ring

end

end PlasmonSquareRoot
```

Compiling this gives:

```
Main.lean:39:13: error: unsolved goals
case e_a
A : Type u_1
inst✝¹ : Ring A
inst✝ : Algebra ℝ A
a : A
k : ℕ
h4 : 1 = (1 / 4) • 4
hP :
  (iter a (k + 1)).2 * (iter a (k + 1)).1 =
    (1 / 4) • ((3 - (iter a k).2 * (iter a k).1) * ((iter a k).2 * (iter a k).1) * (3 - (iter a k).2 * (iter a k).1))
P : A
⊢ 4 + (-9 • P + (6 • (P * P) + -1 • (P * (P * P)))) = -9 • P + (6 • (P * P) + (-1 • (P * (P * P)) + 4 • 1))
```

The error reports a goal still open at the end of the last `calc` step. After `congr 1` removes the common factor 1/4, `noncomm_ring` has to show that 4 − (3 − P)P(3 − P) equals 3(1 − P)² + (1 − P)³. It expands both sides correctly, and the terms in P, P² and P³ agree. Only the constant differs in form: it is the numeral `4` on the left and `4 • 1`, four copies of the unit, on the right. These are equal in `A`, but the tactic's normal form did not identify them, so the goal stayed open although it is true.

The added line rewrites the numeral `4` as `(4 : ℕ) • (1 : A)`, an equality that `simp` proves. The constant on the left is now also given as a multiple of `1`, so `noncomm_ring` can match it with the one on the right and close the goal.

This version goes through:

```diff
@@ -39,4 +39,5 @@
     _ = _ := by
       congr 1
+      rw [show (4 : A) = (4 : ℕ) • (1 : A) by simp]
       noncomm_ring
 
```
